# A continuous path from x < 0 to x > 0 on the energy surface y² + cx⁴ meets a point of non-negative energy

The model is an energy surface over the plane, E(x, y) = y² + cx⁴, where the coefficient c may be any real number. The lemma says that every continuous path from a point with x < 0 to a point with x > 0 passes through at least one point where E ≥ 0. The attempt applies the intermediate value theorem to the x-coordinate along the path, which gives a point with x = 0. There the quartic term vanishes and the energy is y², which cannot be negative.

In Lean, a first try:

```lean
import Mathlib

open Set Matrix

namespace DegeneratePass

noncomputable section

/-- The model energy surface `E(x, y) = y² + c x⁴` with quartic coefficient `c`. -/
def energy (c : ℝ) (p : ℝ × ℝ) : ℝ := p.2 ^ 2 + c * p.1 ^ 4

/-- Every continuous path from the half-plane `x < 0` to the half-plane `x > 0` meets a point
of non-negative energy. -/
theorem path_reaches_zero (c : ℝ) {a b : ℝ × ℝ} (ha : a.1 < 0) (hb : 0 < b.1)
    (γ : Path a b) : ∃ t, 0 ≤ energy c (γ t) := by
  have hc : Continuous fun t => (γ t).1 := continuous_fst.comp γ.continuous
  -- the path has to cross the line x = 0, where the energy is y²
  obtain ⟨t, ht⟩ := mem_range_of_exists_le_exists_ge hc
    ⟨0, by rw [γ.source]; exact ha.le⟩ ⟨1, by rw [γ.target]; exact hb.le⟩
  have ht' : (γ t).1 = 0 := ht
  refine ⟨t, ?_⟩
  unfold energy
  rw [ht']
  nlinarith [sq_nonneg (γ t).2]

end

end DegeneratePass
```

Messages:

```
Main.lean:18:20: error(lean.unknownIdentifier): Unknown identifier `mem_range_of_exists_le_exists_ge`
Main.lean:18:9: error: Tactic `rcases` failed: `x✝ : ?m.49` is not an inductive datatype
```

Cause. The first message says that Lean knows no lemma called `mem_range_of_exists_le_exists_ge`. The name lacks an `of_`: the repair calls `mem_range_of_exists_le_of_exists_ge`, the intermediate value theorem in the form needed here. The second message follows from the first. With the lemma unknown, its result had no known type, so `obtain` could not split it into a point `t` and an equation `ht`.

The diff makes two further changes. It adds `(c := (0 : ℝ))`, which states outright that the value to be reached is 0; this `c` is the lemma's own argument, not the quartic coefficient. It also proves the two endpoint inequalities with `simpa`, which simplifies the path's values at 0 and 1 to `a` and `b`, in place of rewriting with `γ.source` and `γ.target`. The messages report no fault in the old endpoint proofs, so they do not show whether these two changes were needed.

Lean accepts the file once it reads:

```diff
@@ -16,6 +16,6 @@
   have hc : Continuous fun t => (γ t).1 := continuous_fst.comp γ.continuous
   -- the path has to cross the line x = 0, where the energy is y²
-  obtain ⟨t, ht⟩ := mem_range_of_exists_le_exists_ge hc
-    ⟨0, by rw [γ.source]; exact ha.le⟩ ⟨1, by rw [γ.target]; exact hb.le⟩
+  obtain ⟨t, ht⟩ := mem_range_of_exists_le_of_exists_ge (c := (0 : ℝ)) hc
+    ⟨0, by simpa using ha.le⟩ ⟨1, by simpa using hb.le⟩
   have ht' : (γ t).1 = 0 := ht
   refine ⟨t, ?_⟩
```
